# BFGS, DFP and SR1 updates commute with invertible linear coordinate changes; the PSB update in general does not

A geometry optimisation can be continued in rescaled or linearly mixed coordinates by converting the approximate Hessian it has built up, without starting afresh. The switch is harmless to the Hessian if updating and then converting gives the same matrix as converting and then updating. For BFGS, DFP and SR1 this holds for every constant invertible real transformation in finite dimension; curvilinear internal coordinates, whose transformation varies with the geometry, are not covered.

## Four updates and one change of coordinates

Let $B$ be a real $n\times n$ approximate Hessian, $s$ a step and $y$ the change of gradient along it. All vectors are columns. In Lean, `n` is a finite index type, `*ᵥ` applies a matrix to a vector, `⬝ᵥ` is the dot product and `vecMulVec u v` is $uv^T$.

```lean
import Mathlib

open Matrix

namespace QuasiNewtonCovariance

noncomputable section

variable {n : Type*} [Fintype n] [DecidableEq n]
```

The secant equation asks the updated matrix to map $s$ to $y$. The old matrix misses this by the residual $r=y-Bs$.

```lean
/-- The residual `y - B s` of the secant equation. -/
def residual (B : Matrix n n ℝ) (s y : n → ℝ) : n → ℝ := y - B *ᵥ s
```

The BFGS update is
$$\mathrm{BFGS}(B,s,y)=B-\frac{B\,ss^TB}{s\cdot Bs}+\frac{yy^T}{y\cdot s}.$$
$B$ need not be symmetric here; when it is, the middle numerator is the familiar $(Bs)(Bs)^T$.

```lean
/-- The BFGS update of the Hessian approximation `B` for step `s` and gradient change `y`. -/
def bfgs (B : Matrix n n ℝ) (s y : n → ℝ) : Matrix n n ℝ :=
  B - (s ⬝ᵥ B *ᵥ s)⁻¹ • (B * vecMulVec s s * B) + (y ⬝ᵥ s)⁻¹ • vecMulVec y y
```

With $\rho=1/(y\cdot s)$, the DFP update is
$$\mathrm{DFP}(B,s,y)=(1-\rho\,ys^T)\,B\,(1-\rho\,sy^T)+\rho\,yy^T.$$

```lean
/-- The DFP update of the Hessian approximation `B`. -/
def dfp (B : Matrix n n ℝ) (s y : n → ℝ) : Matrix n n ℝ :=
  (1 - (y ⬝ᵥ s)⁻¹ • vecMulVec y s) * B * (1 - (y ⬝ᵥ s)⁻¹ • vecMulVec s y)
    + (y ⬝ᵥ s)⁻¹ • vecMulVec y y
```

The symmetric rank-one update is $\mathrm{SR1}(B,s,y)=B+rr^T/(r\cdot s)$.

```lean
/-- The symmetric rank-one (SR1) update of the Hessian approximation `B`. -/
def sr1 (B : Matrix n n ℝ) (s y : n → ℝ) : Matrix n n ℝ :=
  B + (residual B s y ⬝ᵥ s)⁻¹ • vecMulVec (residual B s y) (residual B s y)
```

The Powell-symmetric-Broyden update is
$$\mathrm{PSB}(B,s,y)=B+\frac{rs^T+sr^T}{s\cdot s}-\frac{r\cdot s}{(s\cdot s)^2}\,ss^T.$$

```lean
/-- The Powell-symmetric-Broyden (PSB) update of the Hessian approximation `B`. -/
def psb (B : Matrix n n ℝ) (s y : n → ℝ) : Matrix n n ℝ :=
  B + (s ⬝ᵥ s)⁻¹ • (vecMulVec (residual B s y) s + vecMulVec s (residual B s y))
    - ((residual B s y ⬝ᵥ s) / (s ⬝ᵥ s) ^ 2) • vecMulVec s s
```

Lean sets $0^{-1}=0$, so the identities for these formulas need no condition on the denominators, although an update is meaningful only where they are nonzero.

A complete BFGS step is a relation between $(x,B)$ and $(x',B')$, for a vector field $g$ and a step length $\alpha$. It requires $B(x'-x)=-\alpha\,g(x)$, nonzero denominators, and $B'=\mathrm{BFGS}(B,\,x'-x,\,g(x')-g(x))$.

```lean
/-- One BFGS step with step length `α` for the vector field `g`, from the point `x` with Hessian
approximation `B` to `x'` with `B'`; both denominators of the update are nonzero. -/
def IsBFGSStep (g : (n → ℝ) → (n → ℝ)) (α : ℝ) (x x' : n → ℝ) (B B' : Matrix n n ℝ) : Prop :=
  B *ᵥ (x' - x) = -(α • g x) ∧ (x' - x) ⬝ᵥ B *ᵥ (x' - x) ≠ 0 ∧
    (g x' - g x) ⬝ᵥ (x' - x) ≠ 0 ∧ B' = bfgs B (x' - x) (g x' - g x)
```

Let $P$ be a real $n\times n$ matrix, invertible unless stated otherwise; Lean expresses invertibility as `IsUnit P.det`, a nonzero determinant. Positions in the old and new coordinates are related by $x=Pz$, up to a constant shift. The data in the new coordinates are
$$\tilde B=P^TBP,\qquad \tilde s=P^{-1}s,\qquad \tilde y=P^Ty.$$

## (a) Returning a step to the old coordinates

**Task.** Show that $P\tilde s=s$.

**Solution.** $P(P^{-1}s)=(PP^{-1})s=s$. The three rewrites in Lean regroup the product, cancel $PP^{-1}$ and remove the unit matrix.

```lean
/-- Transforming a step to the new coordinates and back returns the step. -/
theorem step_back {P : Matrix n n ℝ} (hP : IsUnit P.det) (s : n → ℝ) :
    P *ᵥ (P⁻¹ *ᵥ s) = s := by
  rw [Matrix.mulVec_mulVec, Matrix.mul_nonsing_inv _ hP, Matrix.one_mulVec]
```

## (b) The Hessian acting on a step

**Task.** Show that $\tilde B\tilde s=P^T(Bs)$.

**Solution.** By (a), $P^TBP\tilde s=P^TB(P\tilde s)=P^T(Bs)$.

```lean
/-- The transformed Hessian applied to the transformed step is `Pᵀ (B s)`. -/
theorem hessian_step {P : Matrix n n ℝ} (hP : IsUnit P.det) (B : Matrix n n ℝ) (s : n → ℝ) :
    (Pᵀ * B * P) *ᵥ (P⁻¹ *ᵥ s) = Pᵀ *ᵥ (B *ᵥ s) := by
  rw [← Matrix.mulVec_mulVec, step_back hP, ← Matrix.mulVec_mulVec]
```

## (c) The pairing of gradient change and step

**Task.** Show that $\tilde y\cdot\tilde s=y\cdot s$.

**Solution.** Moving the transpose across the dot product gives $(P^Ty)\cdot\tilde s=y\cdot(P\tilde s)$, which is $y\cdot s$ by (a). The vector $y$ is arbitrary, so the identity also serves for $Bs$ and $r$ below.

```lean
/-- The pairing of a gradient change with a step does not depend on the coordinates. -/
theorem pairing_invariant {P : Matrix n n ℝ} (hP : IsUnit P.det) (y s : n → ℝ) :
    (Pᵀ *ᵥ y) ⬝ᵥ (P⁻¹ *ᵥ s) = y ⬝ᵥ s := by
  rw [Matrix.mulVec_transpose, ← Matrix.dotProduct_mulVec, step_back hP]
```

## (d) Outer products of gradient-like vectors

**Task.** For any vectors $u,v$ and any square $P$, invertible or not, show that $(P^Tu)(P^Tv)^T=P^T(uv^T)P$.

**Solution.** Since $(P^Tv)^T=v^TP$, the left side is $P^Tu\,v^TP$.

```lean
omit [DecidableEq n] in
/-- The outer product of two vectors that transform like gradients transforms like a Hessian. -/
theorem outer_congruence (P : Matrix n n ℝ) (u v : n → ℝ) :
    vecMulVec (Pᵀ *ᵥ u) (Pᵀ *ᵥ v) = Pᵀ * vecMulVec u v * P := by
  rw [Matrix.mul_vecMulVec, Matrix.vecMulVec_mul, Matrix.mulVec_transpose P v]
```

## (e) The secant residual

**Task.** Let $\tilde r=\tilde y-\tilde B\tilde s$. Show that $\tilde r=P^Tr$.

**Solution.** By (b), $\tilde r=P^Ty-P^TBs=P^T(y-Bs)$.

```lean
/-- The residual of the secant equation transforms like a gradient. -/
theorem residual_covariant {P : Matrix n n ℝ} (hP : IsUnit P.det) (B : Matrix n n ℝ)
    (s y : n → ℝ) :
    residual (Pᵀ * B * P) (P⁻¹ *ᵥ s) (Pᵀ *ᵥ y) = Pᵀ *ᵥ residual B s y := by
  unfold residual
  rw [hessian_step hP, Matrix.mulVec_sub]
```

## (f) The DFP update

**Task.** Show that $\mathrm{DFP}(\tilde B,\tilde s,\tilde y)=P^T\,\mathrm{DFP}(B,s,y)\,P$.

**Solution.** By (c), $\rho$ is the same in both coordinate systems. Using $P\tilde s=s$, move $P^T$ through the left factor and $P$ through the right one:
$$(1-\rho\,\tilde y\tilde s^T)P^T=P^T-\rho\,P^Ty\,(P\tilde s)^T=P^T(1-\rho\,ys^T),$$
$$P(1-\rho\,\tilde s\tilde y^T)=P-\rho\,s\,y^TP=(1-\rho\,sy^T)P.$$
Therefore
$$(1-\rho\,\tilde y\tilde s^T)\,P^TBP\,(1-\rho\,\tilde s\tilde y^T)=P^T(1-\rho\,ys^T)\,B\,(1-\rho\,sy^T)P.$$
The remaining term is $\rho\,\tilde y\tilde y^T=P^T(\rho\,yy^T)P$ by (d). Adding the two gives the result.

In the code, `hl` and `hr` are the two displayed moves, and the `calc` block regroups the product so that they apply.

```lean
/-- The DFP update commutes with a linear change of coordinates. -/
theorem dfp_covariant {P : Matrix n n ℝ} (hP : IsUnit P.det) (B : Matrix n n ℝ)
    (s y : n → ℝ) :
    dfp (Pᵀ * B * P) (P⁻¹ *ᵥ s) (Pᵀ *ᵥ y) = Pᵀ * dfp B s y * P := by
  -- move `Pᵀ` through the left factor and `P` through the right factor
  have hl : (1 - (y ⬝ᵥ s)⁻¹ • vecMulVec (Pᵀ *ᵥ y) (P⁻¹ *ᵥ s)) * Pᵀ
      = Pᵀ * (1 - (y ⬝ᵥ s)⁻¹ • vecMulVec y s) := by
    have h : vecMulVec (Pᵀ *ᵥ y) (P⁻¹ *ᵥ s) * Pᵀ = Pᵀ * vecMulVec y s := by
      rw [Matrix.vecMulVec_mul, Matrix.vecMul_transpose, step_back hP, Matrix.mul_vecMulVec]
    rw [Matrix.sub_mul, Matrix.smul_mul, h, Matrix.mul_sub, Matrix.mul_smul,
      Matrix.one_mul, Matrix.mul_one]
  have hr : P * (1 - (y ⬝ᵥ s)⁻¹ • vecMulVec (P⁻¹ *ᵥ s) (Pᵀ *ᵥ y))
      = (1 - (y ⬝ᵥ s)⁻¹ • vecMulVec s y) * P := by
    have h : P * vecMulVec (P⁻¹ *ᵥ s) (Pᵀ *ᵥ y) = vecMulVec s y * P := by
      rw [Matrix.mul_vecMulVec, step_back hP, Matrix.vecMulVec_mul, Matrix.mulVec_transpose]
    rw [Matrix.mul_sub, Matrix.mul_smul, h, Matrix.sub_mul, Matrix.smul_mul,
      Matrix.one_mul, Matrix.mul_one]
  unfold dfp
  rw [pairing_invariant hP, outer_congruence]
  calc _ = ((1 - (y ⬝ᵥ s)⁻¹ • vecMulVec (Pᵀ *ᵥ y) (P⁻¹ *ᵥ s)) * Pᵀ) * B
          * (P * (1 - (y ⬝ᵥ s)⁻¹ • vecMulVec (P⁻¹ *ᵥ s) (Pᵀ *ᵥ y)))
          + (y ⬝ᵥ s)⁻¹ • (Pᵀ * vecMulVec y y * P) := by simp only [Matrix.mul_assoc]
    _ = _ := by
      rw [hl, hr]
      simp only [Matrix.mul_add, Matrix.add_mul, Matrix.mul_smul, Matrix.smul_mul,
        Matrix.mul_assoc]
```

## (g) The denominators, BFGS and SR1

**Task.** Show that the two remaining denominators are unchanged,
$$\tilde s\cdot\tilde B\tilde s=s\cdot Bs,\qquad \tilde r\cdot\tilde s=r\cdot s,$$
and that
$$\mathrm{BFGS}(\tilde B,\tilde s,\tilde y)=P^T\,\mathrm{BFGS}(B,s,y)\,P,\qquad \mathrm{SR1}(\tilde B,\tilde s,\tilde y)=P^T\,\mathrm{SR1}(B,s,y)\,P.$$

**Solution.** By (b), $\tilde s\cdot\tilde B\tilde s=(P^TBs)\cdot\tilde s$, and (c) with $Bs$ in place of $y$ turns this into $(Bs)\cdot s$. By (e), $\tilde r\cdot\tilde s=(P^Tr)\cdot\tilde s$, which is $r\cdot s$ by (c).

For BFGS, (a) gives $P\tilde s\tilde s^TP^T=ss^T$, so
$$\tilde B\,\tilde s\tilde s^T\tilde B=P^TB\,(P\tilde s\tilde s^TP^T)\,BP=P^T(B\,ss^TB)P.$$
By (d), $\tilde y\tilde y^T=P^T(yy^T)P$. Each of the three terms thus acquires $P^T$ on the left and $P$ on the right, with its denominator unchanged.

For SR1, (e) and (d) give $\tilde r\tilde r^T=P^T(rr^T)P$, and the denominator is again unchanged.

The theorem collects all three denominators and all three updates, taking the DFP part from (f). In its proof `hT` and `hB` are the two steps for the middle BFGS term, and the closing `simp only` calls distribute $P^T$ and $P$ over the sums.

```lean
/-- Under an invertible linear change of coordinates the denominators of the BFGS, DFP and SR1
updates are unchanged, and each updated matrix `B₊` becomes `Pᵀ B₊ P`. -/
theorem updates_covariant {P : Matrix n n ℝ} (hP : IsUnit P.det) (B : Matrix n n ℝ)
    (s y : n → ℝ) :
    ((P⁻¹ *ᵥ s) ⬝ᵥ (Pᵀ * B * P) *ᵥ (P⁻¹ *ᵥ s) = s ⬝ᵥ B *ᵥ s ∧
      (Pᵀ *ᵥ y) ⬝ᵥ (P⁻¹ *ᵥ s) = y ⬝ᵥ s ∧
      residual (Pᵀ * B * P) (P⁻¹ *ᵥ s) (Pᵀ *ᵥ y) ⬝ᵥ (P⁻¹ *ᵥ s) = residual B s y ⬝ᵥ s) ∧
    bfgs (Pᵀ * B * P) (P⁻¹ *ᵥ s) (Pᵀ *ᵥ y) = Pᵀ * bfgs B s y * P ∧
    dfp (Pᵀ * B * P) (P⁻¹ *ᵥ s) (Pᵀ *ᵥ y) = Pᵀ * dfp B s y * P ∧
    sr1 (Pᵀ * B * P) (P⁻¹ *ᵥ s) (Pᵀ *ᵥ y) = Pᵀ * sr1 B s y * P := by
  have hd : (P⁻¹ *ᵥ s) ⬝ᵥ (Pᵀ * B * P) *ᵥ (P⁻¹ *ᵥ s) = s ⬝ᵥ B *ᵥ s := by
    rw [hessian_step hP, dotProduct_comm, pairing_invariant hP, dotProduct_comm]
  have hres : residual (Pᵀ * B * P) (P⁻¹ *ᵥ s) (Pᵀ *ᵥ y) ⬝ᵥ (P⁻¹ *ᵥ s)
      = residual B s y ⬝ᵥ s := by
    rw [residual_covariant hP, pairing_invariant hP]
  refine ⟨⟨hd, pairing_invariant hP y s, hres⟩, ?_, dfp_covariant hP B s y, ?_⟩
  · -- BFGS: `P` on the left and `Pᵀ` on the right give back the outer product of the old step
    have hT : P * vecMulVec (P⁻¹ *ᵥ s) (P⁻¹ *ᵥ s) * Pᵀ = vecMulVec s s := by
      rw [Matrix.mul_vecMulVec, Matrix.vecMulVec_mul, Matrix.vecMul_transpose, step_back hP]
    have hB : Pᵀ * B * P * vecMulVec (P⁻¹ *ᵥ s) (P⁻¹ *ᵥ s) * (Pᵀ * B * P)
        = Pᵀ * (B * vecMulVec s s * B) * P := by
      rw [← hT]
      simp only [Matrix.mul_assoc]
    unfold bfgs
    rw [hd, pairing_invariant hP, hB, outer_congruence]
    simp only [Matrix.mul_add, Matrix.add_mul, Matrix.mul_sub, Matrix.sub_mul,
      Matrix.mul_smul, Matrix.smul_mul]
  · -- SR1: the residual transforms like a gradient, and the denominator is unchanged
    unfold sr1
    rw [hres, residual_covariant hP, outer_congruence]
    simp only [Matrix.mul_add, Matrix.add_mul, Matrix.mul_smul, Matrix.smul_mul]
```

## (h) A whole BFGS step under an affine change

**Task.** Suppose that $(x,B)\to(x',B')$ is a BFGS step for $g$ with step length $\alpha$. For a fixed vector $c$, put $z=P^{-1}(x-c)$, $z'=P^{-1}(x'-c)$ and $\tilde g(w)=P^Tg(Pw+c)$. Show that $(z,P^TBP)\to(z',P^TB'P)$ is a BFGS step for $\tilde g$ with the same $\alpha$, that is,
$$\tilde B(z'-z)=-\alpha\,\tilde g(z),\qquad P^TB'P=\mathrm{BFGS}\big(\tilde B,\,z'-z,\,\tilde g(z')-\tilde g(z)\big),$$
with nonzero denominators.

**Solution.** Take $s=x'-x$ and $y=g(x')-g(x)$. The shift cancels in the difference, so $z'-z=P^{-1}s=\tilde s$. Since $Pz+c=x$ and $Pz'+c=x'$, we have $\tilde g(z)=P^Tg(x)$ and $\tilde g(z')-\tilde g(z)=P^Ty=\tilde y$. Then (b) gives
$$\tilde B\tilde s=P^T(Bs)=-\alpha\,P^Tg(x)=-\alpha\,\tilde g(z).$$
By (g), the denominators keep their nonzero values and the updated matrix is $P^TB'P$.

If $g$ is the gradient of an energy $E(x)$, the chain rule makes $\tilde g$ the gradient of $E(Pz+c)$; the theorem accepts any vector field. The step length is given, so the behaviour of a line search is not addressed. The starting matrix has to be converted too: $B=1$ becomes $P^TP$, which is the unit matrix only for orthogonal $P$.

In Lean, `hs` is the cancellation of the shift, and the four final goals are the four conditions in `IsBFGSStep`.

```lean
/-- A BFGS step for `g` becomes, in the coordinates `z` with `x = P z + c`, a BFGS step of the same
step length for the vector field `z ↦ Pᵀ g (P z + c)`. -/
theorem bfgs_step_affine {P : Matrix n n ℝ} (hP : IsUnit P.det) (c : n → ℝ)
    {g : (n → ℝ) → (n → ℝ)} {α : ℝ} {x x' : n → ℝ} {B B' : Matrix n n ℝ}
    (h : IsBFGSStep g α x x' B B') :
    IsBFGSStep (fun z => Pᵀ *ᵥ g (P *ᵥ z + c)) α (P⁻¹ *ᵥ (x - c)) (P⁻¹ *ᵥ (x' - c))
      (Pᵀ * B * P) (Pᵀ * B' * P) := by
  obtain ⟨h1, h2, h3, h4⟩ := h
  have hs : P⁻¹ *ᵥ (x' - c) - P⁻¹ *ᵥ (x - c) = P⁻¹ *ᵥ (x' - x) := by
    rw [← Matrix.mulVec_sub, sub_sub_sub_cancel_right]
  obtain ⟨⟨hd, hy, -⟩, hb, -, -⟩ := updates_covariant hP B (x' - x) (g x' - g x)
  unfold IsBFGSStep
  simp only [hs, step_back hP, sub_add_cancel, ← Matrix.mulVec_sub Pᵀ]
  refine ⟨?_, ?_, ?_, ?_⟩
  · rw [hessian_step hP, h1, Matrix.mulVec_neg, Matrix.mulVec_smul]
  · rw [hd]
    exact h2
  · rw [hy]
    exact h3
  · rw [hb, h4]
```

## (i) A stretched axis and the PSB update

**Task.** Take $P=\mathrm{diag}(1,2)$, $B=1$, $s=(1,1)^T$ and $y=(2,1)^T$. Show that
$$\mathrm{PSB}(\tilde B,\tilde s,\tilde y)\neq P^T\,\mathrm{PSB}(B,s,y)\,P.$$

**Solution.** Compare the upper left entries. In the old coordinates $r=(1,0)^T$, $s\cdot s=2$ and $r\cdot s=1$, so the entry of $\mathrm{PSB}(B,s,y)$ is
$$1+\tfrac{2}{2}-\tfrac14=\tfrac74.$$
Multiplication by $P^T$ and $P$ leaves it unchanged, because the first diagonal entry of $P$ is 1.

In the new coordinates $\tilde B=\mathrm{diag}(1,4)$, $\tilde s=(1,\tfrac12)^T$ and $\tilde y=(2,2)^T$. Hence $\tilde r=(1,0)^T$, $\tilde s\cdot\tilde s=\tfrac54$ and $\tilde r\cdot\tilde s=1$, and the entry is
$$1+\tfrac{2}{5/4}-\tfrac{1}{(5/4)^2}=1+\tfrac85-\tfrac{16}{25}=\tfrac{49}{25}.$$
The two values differ. Of the quantities that enter this entry, only $s\cdot s$ has changed, from $2$ to $\tfrac54$.

```lean
/-- The change of coordinates that stretches the second of two axes by a factor of two. -/
def stretch : Matrix (Fin 2) (Fin 2) ℝ := !![1, 0; 0, 2]
```

The theorem also records that this $P$ is invertible. Its proof supplies the inverse explicitly, assumes that the matrices are equal, and extracts the entry with indices `0 0`; `norm_num` finds the contradiction.

```lean
/-- The PSB update is not covariant: it fails for the invertible matrix `stretch`, with `B = 1`,
`s = (1, 1)` and `y = (2, 1)`. -/
theorem psb_not_covariant :
    IsUnit stretch.det ∧
    psb (stretchᵀ * 1 * stretch) (stretch⁻¹ *ᵥ ![1, 1]) (stretchᵀ *ᵥ ![2, 1])
      ≠ stretchᵀ * psb 1 ![1, 1] ![2, 1] * stretch := by
  have hinv : stretch⁻¹ = !![1, 0; 0, 1 / 2] := by
    apply Matrix.inv_eq_right_inv
    ext i j
    fin_cases i <;> fin_cases j <;> simp [stretch, Matrix.mul_apply, Fin.sum_univ_succ]
  refine ⟨by simp [stretch, Matrix.det_fin_two], fun h => ?_⟩
  rw [hinv] at h
  -- the upper left entries are 49/25 and 7/4
  have h00 := congrFun (congrFun h 0) 0
  simp only [psb, residual, Matrix.mul_apply, Matrix.add_apply, Matrix.sub_apply,
    Matrix.smul_apply, Matrix.vecMulVec_apply, Matrix.mulVec, dotProduct, Fin.sum_univ_two,
    Pi.sub_apply, smul_eq_mul, Matrix.transpose_apply, Matrix.one_apply] at h00
  norm_num [stretch] at h00
```

## (j) PSB under orthogonal changes

**Task.** Let $P^TP=1$. Show that $\mathrm{PSB}(\tilde B,\tilde s,\tilde y)=P^T\,\mathrm{PSB}(B,s,y)\,P$ for all $B$, $s$ and $y$.

**Solution.** Now $P^{-1}=P^T$, so $\tilde s=P^Ts$ transforms in the same way as a gradient. Applying (c) with $s$ in place of $y$ gives $\tilde s\cdot\tilde s=s\cdot s$, and (g) gives $\tilde r\cdot\tilde s=r\cdot s$. By (e), $\tilde r=P^Tr$, so (d) applies to every outer product in the formula:
$$\tilde r\tilde s^T=P^Trs^TP,\qquad \tilde s\tilde r^T=P^Tsr^TP,\qquad \tilde s\tilde s^T=P^Tss^TP.$$
Every term of the update then has $P^T$ on the left and $P$ on the right. Rotations and reflections of the coordinates are therefore harmless to PSB, whereas the unequal scaling in (i) is not.

In Lean, `hss` and `hrs` are the two preserved scalars, and the last `simp only` applies (d) throughout.

```lean
/-- The PSB update is covariant under orthogonal changes of coordinates. -/
theorem psb_covariant_of_orthogonal {P : Matrix n n ℝ} (hO : Pᵀ * P = 1) (B : Matrix n n ℝ)
    (s y : n → ℝ) :
    psb (Pᵀ * B * P) (P⁻¹ *ᵥ s) (Pᵀ *ᵥ y) = Pᵀ * psb B s y * P := by
  have hP : IsUnit P.det := Matrix.isUnit_det_of_left_inverse hO
  have hinv : P⁻¹ = Pᵀ := Matrix.inv_eq_left_inv hO
  -- an orthogonal matrix preserves the length of the step
  have hss : (Pᵀ *ᵥ s) ⬝ᵥ (Pᵀ *ᵥ s) = s ⬝ᵥ s := by
    have h := pairing_invariant hP s s
    rwa [hinv] at h
  have hrs : (Pᵀ *ᵥ residual B s y) ⬝ᵥ (Pᵀ *ᵥ s) = residual B s y ⬝ᵥ s := by
    have h := pairing_invariant hP (residual B s y) s
    rwa [hinv] at h
  unfold psb
  rw [residual_covariant hP, hinv, hss, hrs]
  simp only [outer_congruence, Matrix.mul_add, Matrix.add_mul, Matrix.mul_sub, Matrix.sub_mul,
    Matrix.mul_smul, Matrix.smul_mul]

end

end QuasiNewtonCovariance
```

```lean
#print axioms QuasiNewtonCovariance.updates_covariant
#print axioms QuasiNewtonCovariance.bfgs_step_affine
#print axioms QuasiNewtonCovariance.psb_not_covariant
#print axioms QuasiNewtonCovariance.psb_covariant_of_orthogonal
```

```
'QuasiNewtonCovariance.updates_covariant' depends on axioms: [propext, Classical.choice, Quot.sound]
'QuasiNewtonCovariance.bfgs_step_affine' depends on axioms: [propext, Classical.choice, Quot.sound]
'QuasiNewtonCovariance.psb_not_covariant' depends on axioms: [propext, Classical.choice, Quot.sound]
'QuasiNewtonCovariance.psb_covariant_of_orthogonal' depends on axioms: [propext, Classical.choice, Quot.sound]
```
